# The two ²D levels of d³: the diagonal elements fix their mean but not their splitting

## Where subtraction stops

To find the term energies of a d³ ion by the diagonal sum method, one sorts the Slater determinants by M_L and M_S, adds up their diagonal energies, and subtracts the terms already known. A term that occurs once comes out directly. The ²D term occurs twice, and the subtraction yields only the sum of its two energies. They can be separated by computing an off-diagonal element and diagonalising a 2×2 matrix.

In the basis of the two ²D states of seniority 1 (index 0) and seniority 3 (index 1), the matrix of the electron repulsion has the elements

H₀₀ = 3A + 7B + 7C
H₁₁ = 3A + 3B + 3C
H₀₁ = H₁₀ = 3√21 B

The Racah parameters A, B and C are combinations of radial Coulomb integrals and describe the repulsion among the d electrons; the one-electron energy, common to all terms of the configuration, is left out. The sign of H₀₁ depends on the relative phase chosen for the two basis states, and the levels depend only on its square. The result bears on the assignment of free-ion d³ spectra, in a model with a single configuration and no spin–orbit coupling.

## Levels of a two-state block

Write a and b for the diagonal energies and w for the real coupling. For a vector v = (v₀, v₁), the equation H v = E v reads

(a − E) v₀ + w v₁ = 0
w v₀ + (b − E) v₁ = 0

Multiply the first line by b − E, the second by w, and subtract:

[(a − E)(b − E) − w²] v₀ = 0

Exchanging the roles of the two lines gives the same factor times v₁. Since v is not zero, the factor must vanish:

(a − E)(b − E) = w²

Conversely, let E satisfy this equation. If w ≠ 0, the vector (w, E − a) solves both lines; its normalised form is (w, E − a)/√(w² + (E − a)²). If w = 0, then E is a or b, and a basis vector does the job.

With the mean m = (a + b)/2, completing the square turns the secular equation into

(E − m)² = ((a − b)/2)² + w²

so the levels are m ± Δ, where Δ² is the right-hand side.

Three consequences follow.

- Subtracting the secular equations of two levels E₁ and E₂ gives (E₁ − E₂)(E₁ + E₂ − a − b) = 0. Distinct levels therefore add up to the trace.
- Setting E = a or E = b gives w² = 0. A diagonal energy is a level only without coupling.
- If w ≠ 0, the product (a − E)(b − E) is positive, so each level lies below both diagonal energies or above both.

## Inserting the d³ elements

Here m = 3A + 5B + 5C, (a − b)/2 = 2(B + C) and w² = 9 · 21 B² = 189B². Hence

Δ² = 4(B + C)² + 189B² = 193B² + 8BC + 4C²
E = 3A + 5B + 5C ± √(193B² + 8BC + 4C²)

For B ≠ 0 neither level equals a diagonal element of this matrix.

Now keep the diagonal and let the coupling vary. Any half-splitting Δ ≥ |2(B + C)| results from w = √(Δ² − 4(B + C)²). The diagonal thus sets the mean and a lower bound on the separation, but not the separation itself.

As an instance, take B = 1 and C = 4, with energies in units of B. The parameter A enters only through the common shift 3A; energies are measured from there, which amounts to setting A = 0 in the formulas. The diagonal energies are 35 and 15, the radicand is 193 + 32 + 64 = 289 = 17², and the levels are 25 ± 17, that is 42 and 8. Both sums are 50, and the secular equation checks: (35 − 42)(15 − 42) = 189. The upper state has weight 189/(189 + 49) = 27/34 on the first basis state.

## What the theorem says

`block a b w` is the symmetric matrix above, and `doubletD A B C` is the block with the d³ elements. `IsLevel H E` says that some nonzero real vector `v` satisfies `H *ᵥ v = E • v`. Rows and columns are numbered 0 and 1.

The main theorem, `d3_doubletD_levels`, holds for all real A, B and C, whatever their signs, and has three parts:

1. A real number E is a level exactly when it is one of the two closed-form values.
2. For either index `i`, the diagonal element `doubletD A B C i i` is a level exactly when B = 0.
3. For every Δ ≥ |2(B + C)| there is a real `w` such that the block with the same diagonal and coupling `w` has exactly the levels 3A + 5B + 5C ± Δ.

In the third part `w` is a free number; in the d³ matrix above it is fixed at 3√21 B. The matrix elements enter as a definition and are not derived from the Coulomb interaction.

`IsLevel` carries no multiplicity, which makes it easy to misstate the sum rule. Without the hypothesis `E₁ ≠ E₂` in `diagonal_sum_rule`, one could insert the same level twice, and in the example 42 + 42 is not 50.

## The Lean file

```lean
import Mathlib

open Matrix

namespace DiagonalSumRuleD3

noncomputable section

/-- The energy matrix of two states with diagonal energies `a`, `b` and real coupling `w`. -/
def block (a b w : ℝ) : Matrix (Fin 2) (Fin 2) ℝ := !![a, w; w, b]

/-- `E` is an energy level of `H`: the eigenvalue equation has a nonzero solution. -/
def IsLevel (H : Matrix (Fin 2) (Fin 2) ℝ) (E : ℝ) : Prop :=
  ∃ v : Fin 2 → ℝ, v ≠ 0 ∧ H *ᵥ v = E • v

/-- The energy matrix of the two ²D terms of d³ in the Racah parameters `A`, `B`, `C`. -/
def doubletD (A B C : ℝ) : Matrix (Fin 2) (Fin 2) ℝ :=
  block (3 * A + 7 * B + 7 * C) (3 * A + 3 * B + 3 * C) (3 * √21 * B)

/-- The levels of a two-state block are the solutions of its secular equation. -/
theorem isLevel_iff_secular (a b w E : ℝ) :
    IsLevel (block a b w) E ↔ (a - E) * (b - E) = w ^ 2 := by
  constructor
  · rintro ⟨v, hv, h⟩
    have h0 : a * v 0 + w * v 1 = E * v 0 := by
      simpa [block, Matrix.mulVec, dotProduct, Fin.sum_univ_two] using congrFun h 0
    have h1 : w * v 0 + b * v 1 = E * v 1 := by
      simpa [block, Matrix.mulVec, dotProduct, Fin.sum_univ_two] using congrFun h 1
    -- eliminating one component leaves the secular determinant times the other
    have e0 : ((a - E) * (b - E) - w ^ 2) * v 0 = 0 := by
      linear_combination (b - E) * h0 - w * h1
    have e1 : ((a - E) * (b - E) - w ^ 2) * v 1 = 0 := by
      linear_combination (a - E) * h1 - w * h0
    by_contra hne
    have hD : (a - E) * (b - E) - w ^ 2 ≠ 0 := sub_ne_zero.mpr hne
    apply hv
    ext i
    fin_cases i
    · exact (mul_eq_zero.mp e0).resolve_left hD
    · exact (mul_eq_zero.mp e1).resolve_left hD
  · intro h
    rcases eq_or_ne w 0 with rfl | hw
    · -- without coupling the basis states are eigenstates
      have h' : (a - E) * (b - E) = 0 := by rw [h]; norm_num
      rcases mul_eq_zero.mp h' with ha | hb
      · obtain rfl : a = E := by linarith
        refine ⟨![1, 0], fun hv => one_ne_zero (α := ℝ) (by simpa using congrFun hv 0), ?_⟩
        ext i
        fin_cases i <;> simp [block, Matrix.mulVec, dotProduct, Fin.sum_univ_two]
      · obtain rfl : b = E := by linarith
        refine ⟨![0, 1], fun hv => one_ne_zero (α := ℝ) (by simpa using congrFun hv 1), ?_⟩
        ext i
        fin_cases i <;> simp [block, Matrix.mulVec, dotProduct, Fin.sum_univ_two]
    · -- with coupling, (w, E - a) is an eigenvector
      refine ⟨![w, E - a], fun hv => hw (by simpa using congrFun hv 0), ?_⟩
      ext i
      fin_cases i
      · simp [block, Matrix.mulVec, dotProduct, Fin.sum_univ_two]
        ring
      · simp [block, Matrix.mulVec, dotProduct, Fin.sum_univ_two]
        linear_combination -h

/-- The levels of a two-state block lie at the mean diagonal energy plus or minus `Δ`, where
`Δ ^ 2` is the squared half-difference of the diagonal energies plus the squared coupling. -/
theorem block_levels {a b w Δ : ℝ} (hΔ : Δ ^ 2 = ((a - b) / 2) ^ 2 + w ^ 2) (E : ℝ) :
    IsLevel (block a b w) E ↔ E = (a + b) / 2 + Δ ∨ E = (a + b) / 2 - Δ := by
  rw [isLevel_iff_secular]
  constructor
  · intro h
    have hp : (E - ((a + b) / 2 + Δ)) * (E - ((a + b) / 2 - Δ)) = 0 := by
      linear_combination h - hΔ
    rcases mul_eq_zero.mp hp with h1 | h1
    · exact Or.inl (sub_eq_zero.mp h1)
    · exact Or.inr (sub_eq_zero.mp h1)
  · rintro (rfl | rfl) <;> linear_combination hΔ

/-- Diagonal sum rule: two distinct levels of a two-state block add up to its trace. -/
theorem diagonal_sum_rule {a b w E₁ E₂ : ℝ} (h₁ : IsLevel (block a b w) E₁)
    (h₂ : IsLevel (block a b w) E₂) (hne : E₁ ≠ E₂) :
    E₁ + E₂ = (block a b w).trace := by
  rw [isLevel_iff_secular] at h₁ h₂
  rw [Matrix.trace_fin_two]
  change E₁ + E₂ = a + b
  exact mul_left_cancel₀ (sub_ne_zero.mpr hne) (by linear_combination h₁ - h₂)

/-- With nonzero coupling, every level of a two-state block lies strictly below both diagonal
energies or strictly above both. -/
theorem level_repulsion {a b w E : ℝ} (hw : w ≠ 0) (h : IsLevel (block a b w) E) :
    (E < a ∧ E < b) ∨ (a < E ∧ b < E) := by
  rw [isLevel_iff_secular] at h
  have hpos : 0 < (a - E) * (b - E) := by rw [h]; positivity
  rcases mul_pos_iff.mp hpos with ⟨h1, h2⟩ | ⟨h1, h2⟩
  · exact Or.inl ⟨by linarith, by linarith⟩
  · exact Or.inr ⟨by linarith, by linarith⟩

/-- A diagonal energy of a two-state block is a level exactly when the coupling vanishes. -/
theorem diagonal_isLevel_iff (a b w : ℝ) (i : Fin 2) :
    IsLevel (block a b w) (block a b w i i) ↔ w = 0 := by
  fin_cases i
  · change IsLevel (block a b w) a ↔ w = 0
    rw [isLevel_iff_secular]
    constructor
    · intro h
      exact (pow_eq_zero_iff two_ne_zero).mp (by linear_combination -h)
    · rintro rfl
      ring
  · change IsLevel (block a b w) b ↔ w = 0
    rw [isLevel_iff_secular]
    constructor
    · intro h
      exact (pow_eq_zero_iff two_ne_zero).mp (by linear_combination -h)
    · rintro rfl
      ring

/-- For fixed diagonal energies, every half-splitting `Δ` not smaller than half their distance
is produced by some real coupling. -/
theorem free_splitting {a b Δ : ℝ} (h : |(a - b) / 2| ≤ Δ) :
    ∃ w : ℝ, ∀ E, IsLevel (block a b w) E ↔
      E = (a + b) / 2 + Δ ∨ E = (a + b) / 2 - Δ := by
  have hsq : ((a - b) / 2) ^ 2 ≤ Δ ^ 2 := sq_le_sq' (abs_le.mp h).1 (abs_le.mp h).2
  refine ⟨√(Δ ^ 2 - ((a - b) / 2) ^ 2), block_levels ?_⟩
  rw [Real.sq_sqrt (sub_nonneg.mpr hsq)]
  ring

/-- The two ²D levels of d³ in closed form; a diagonal entry is a level only for `B = 0`, and
exactly then; and the same diagonal entries admit, with suitable real couplings, every
half-splitting `Δ ≥ |2 (B + C)|` about the same mean. -/
theorem d3_doubletD_levels (A B C : ℝ) :
    (∀ E, IsLevel (doubletD A B C) E ↔
      E = 3 * A + 5 * B + 5 * C + √(193 * B ^ 2 + 8 * B * C + 4 * C ^ 2) ∨
      E = 3 * A + 5 * B + 5 * C - √(193 * B ^ 2 + 8 * B * C + 4 * C ^ 2)) ∧
    (∀ i, IsLevel (doubletD A B C) (doubletD A B C i i) ↔ B = 0) ∧
    (∀ Δ, |2 * (B + C)| ≤ Δ → ∃ w : ℝ, ∀ E,
      IsLevel (block (doubletD A B C 0 0) (doubletD A B C 1 1) w) E ↔
        E = 3 * A + 5 * B + 5 * C + Δ ∨ E = 3 * A + 5 * B + 5 * C - Δ) := by
  have hm : ((3 * A + 7 * B + 7 * C) + (3 * A + 3 * B + 3 * C)) / 2
      = 3 * A + 5 * B + 5 * C := by ring
  refine ⟨fun E => ?_, fun i => ?_, fun Δ hΔ => ?_⟩
  · -- the radicand is 189 B² + 4 (B + C)², hence nonnegative
    have hn : 0 ≤ 193 * B ^ 2 + 8 * B * C + 4 * C ^ 2 := by
      nlinarith [sq_nonneg B, sq_nonneg (B + C)]
    have h21 : √(21 : ℝ) ^ 2 = 21 := Real.sq_sqrt (by norm_num)
    have hs : √(193 * B ^ 2 + 8 * B * C + 4 * C ^ 2) ^ 2
        = (((3 * A + 7 * B + 7 * C) - (3 * A + 3 * B + 3 * C)) / 2) ^ 2
          + (3 * √21 * B) ^ 2 := by
      rw [Real.sq_sqrt hn]
      linear_combination (-9 * B ^ 2) * h21
    have key := block_levels hs E
    rw [hm] at key
    exact key
  · have h3 : 3 * √(21 : ℝ) ≠ 0 := by positivity
    refine (diagonal_isLevel_iff _ _ _ i).trans ⟨fun h => ?_, fun h => ?_⟩
    · exact (mul_eq_zero.mp h).resolve_left h3
    · rw [h, mul_zero]
  · have hd : ((3 * A + 7 * B + 7 * C) - (3 * A + 3 * B + 3 * C)) / 2
        = 2 * (B + C) := by ring
    have key := free_splitting (a := 3 * A + 7 * B + 7 * C)
      (b := 3 * A + 3 * B + 3 * C) (Δ := Δ) (by rw [hd]; exact hΔ)
    rw [hm] at key
    exact key

end

end DiagonalSumRuleD3
```

```lean
#print axioms DiagonalSumRuleD3.diagonal_sum_rule
-- 'DiagonalSumRuleD3.diagonal_sum_rule' depends on axioms: [propext, Classical.choice, Quot.sound]
#print axioms DiagonalSumRuleD3.level_repulsion
-- 'DiagonalSumRuleD3.level_repulsion' depends on axioms: [propext, Classical.choice, Quot.sound]
#print axioms DiagonalSumRuleD3.d3_doubletD_levels
-- 'DiagonalSumRuleD3.d3_doubletD_levels' depends on axioms: [propext, Classical.choice, Quot.sound]
```

## How the proof follows the algebra

`isLevel_iff_secular` carries the elimination. The equations `h0` and `h1` are the two rows, and `e0` and `e1` are the secular factor times each component; the coefficients given to `linear_combination` are the multipliers used by hand. The converse splits on w = 0 and supplies the eigenvectors named above.

`block_levels` completes the square by factoring the secular equation into (E − m − Δ)(E − m + Δ) = 0. It asks only for the value of Δ², so it serves both the explicit square root and the free Δ of `free_splitting`.

`diagonal_sum_rule` cancels the factor E₁ − E₂, `level_repulsion` reads off the signs of a positive product, and `diagonal_isLevel_iff` treats the two diagonal positions in turn.

The main theorem inserts the elements. For the first part, `hn` shows that the radicand is not negative, so that its root squares back to it, and `h21` turns (3√21 B)² into 189B². The second part divides out the nonzero factor 3√21 to pass from w = 0 to B = 0. The third applies `free_splitting` with half-difference 2(B + C).
